# Second-order full multigrid with mesh halving, interpolation of norm at most one and an error reduction factor ρ < 1/4 per level keeps the algebraic error within a fixed multiple of 4^(−l)

A real-space electronic-structure code needs the Hartree potential of a given density, so it solves a Poisson equation on a grid. Full multigrid solves it first on a coarse grid, interpolates the result to the next finer grid as a starting guess, improves it there by a few cycles, and repeats. How strongly must each level reduce the error if the final error is to shrink as fast as the discretisation error?

Level l carries a real normed space V_l, of any dimension. The exact discrete solution is u_l, the computed one v_l, and the bounded linear map P_l interpolates from V_l to V_(l+1).

In Lean 4 with Mathlib:

```lean
import Mathlib

open Finset

namespace FullMultigrid

noncomputable section

variable {V : ℕ → Type*} [∀ l, NormedAddCommGroup (V l)] [∀ l, NormedSpace ℝ (V l)]
```

The run is assumed to satisfy four conditions:

‖P_l‖ ≤ 1
‖u_(l+1) − P_l u_l‖ ≤ K/q^(l+1)
v_0 = u_0
‖v_(l+1) − u_(l+1)‖ ≤ ρ ‖P_l v_l − u_(l+1)‖

They are the fields `prolong`, `consistent`, `start` and `reduce`. The number q > 0 is the factor by which the bound on the difference between neighbouring levels is divided at each refinement. The constant K reflects the smoothness of the solution and the accuracy of discretisation and interpolation. A second-order scheme with mesh halving and linear interpolation has q = 4 when the solution is smooth and errors are measured in the maximum norm or the mesh-weighted L² norm; in these norms linear interpolation also has ‖P_l‖ ≤ 1. The values of q, K and ρ depend on the norms chosen on the levels, and all four conditions use the same norms. Both K and the reduction factor ρ are assumed here, not derived from a differential equation or a smoother.

```lean
/-- A full multigrid run: `u l` is the discrete solution on level `l`, `v l` the computed one. Each
prolongation has norm at most one, the prolongated solution differs from the solution on the next
level by at most `K / q ^ (l + 1)`, the coarsest problem is solved exactly, and on each new level
the error of the prolongated iterate is multiplied by at most `ρ`. -/
structure IsFullMultigrid (P : ∀ l, V l →L[ℝ] V (l + 1)) (u v : ∀ l, V l)
    (ρ K q : ℝ) : Prop where
  prolong : ∀ l, ‖P l‖ ≤ 1
  consistent : ∀ l, ‖u (l + 1) - P l (u l)‖ ≤ K / q ^ (l + 1)
  start : v 0 = u 0
  reduce : ∀ l, ‖v (l + 1) - u (l + 1)‖ ≤ ρ * ‖P l (v l) - u (l + 1)‖
```

The comparison sequence a_l, called `worstError`, is

a_0 = 0, a_(l+1) = ρ(a_l + K/q^(l+1)).

```lean
/-- The scalar error recursion: the old error plus the level-to-level difference,
reduced by the factor `ρ`. -/
def worstError (ρ K q : ℝ) : ℕ → ℝ
  | 0 => 0
  | l + 1 => ρ * (worstError ρ K q l + K / q ^ (l + 1))
```

## (a) A scalar recursion dominates the error

Show that ‖v_l − u_l‖ ≤ a_l for ρ ≥ 0.

At l = 0 both sides vanish. For the step, split the starting error on the new level:

P_l v_l − u_(l+1) = P_l(v_l − u_l) − (u_(l+1) − P_l u_l).

By the triangle inequality and ‖P_l‖ ≤ 1, its norm is at most a_l + K/q^(l+1). Reduction by ρ gives a_(l+1). In the code, `h1` is the splitting and `h3` the norm estimate.

```lean
/-- The algebraic error of a full multigrid run is at most the value of the scalar recursion. -/
theorem error_le_worstError {P : ∀ l, V l →L[ℝ] V (l + 1)} {u v : ∀ l, V l} {ρ K q : ℝ}
    (h : IsFullMultigrid P u v ρ K q) (hρ : 0 ≤ ρ) (l : ℕ) :
    ‖v l - u l‖ ≤ worstError ρ K q l := by
  induction l with
  | zero => simp [h.start, worstError]
  | succ l ih =>
    -- split the starting error into the old error and the change of the discrete solution
    have h1 : P l (v l) - u (l + 1) = P l (v l - u l) - (u (l + 1) - P l (u l)) := by
      rw [map_sub]; abel
    have h2 : ‖P l (v l - u l)‖ ≤ 1 * ‖v l - u l‖ :=
      (P l).le_of_opNorm_le (h.prolong l) _
    have h3 : ‖P l (v l) - u (l + 1)‖ ≤ worstError ρ K q l + K / q ^ (l + 1) := by
      rw [h1]
      have h4 := norm_sub_le (P l (v l - u l)) (u (l + 1) - P l (u l))
      have h5 := h.consistent l
      linarith
    exact (h.reduce l).trans (mul_le_mul_of_nonneg_left h3 hρ)
```

## (b) The scaled recursion is a geometric sum

Show for q > 0 that q^l a_l = ρK Σ_{i<l} (qρ)^i.

The sum is empty at l = 0. Multiplying the recursion by q^(l+1) gives

q^(l+1) a_(l+1) = qρ (q^l a_l) + ρK = ρK (qρ Σ_{i<l} (qρ)^i + 1),

which is the sum with one more term. `linear_combination` performs this algebra.

```lean
/-- Measured in units of `1 / q ^ l`, the scalar recursion is a geometric sum in `q * ρ`. -/
theorem scaled_worstError (ρ K : ℝ) {q : ℝ} (hq : 0 < q) (l : ℕ) :
    q ^ l * worstError ρ K q l = ρ * K * ∑ i ∈ range l, (q * ρ) ^ i := by
  induction l with
  | zero => simp [worstError]
  | succ l ih =>
    have hK : q ^ (l + 1) * (K / q ^ (l + 1)) = K :=
      mul_div_cancel₀ K (pow_pos hq (l + 1)).ne'
    have hw : worstError ρ K q (l + 1) = ρ * (worstError ρ K q l + K / q ^ (l + 1)) := rfl
    rw [geom_sum_succ, hw]
    linear_combination (q * ρ) * ih + ρ * hK
```

## (c) The sum is bounded when qρ < 1

Show that q^l a_l ≤ ρK/(1 − qρ) for ρ, K ≥ 0, q > 0 and qρ < 1.

Multiply the sum by 1 − qρ > 0. It telescopes to 1 − (qρ)^l ≤ 1, and division gives the bound.

```lean
/-- If `q * ρ < 1`, the scaled scalar recursion is at most `ρ * K / (1 - q * ρ)`. -/
theorem scaled_worstError_le {ρ K q : ℝ} (hρ : 0 ≤ ρ) (hK : 0 ≤ K) (hq : 0 < q)
    (hqρ : q * ρ < 1) (l : ℕ) :
    q ^ l * worstError ρ K q l ≤ ρ * K / (1 - q * ρ) := by
  have hx : 0 < 1 - q * ρ := by linarith
  have hs := mul_neg_geom_sum (q * ρ) l
  have hp : 0 ≤ (q * ρ) ^ l := by positivity
  rw [scaled_worstError ρ K hq, le_div_iff₀ hx]
  calc ρ * K * (∑ i ∈ range l, (q * ρ) ^ i) * (1 - q * ρ)
      = ρ * K * (1 - (q * ρ) ^ l) := by rw [← hs]; ring
    _ ≤ ρ * K := mul_le_of_le_one_right (mul_nonneg hρ hK) (by linarith)
```

## (d) The error bound for general q

For ρ ≥ 0, q > 0 and qρ < 1, deduce ‖v_l − u_l‖ ≤ ρK/q^l/(1 − qρ).

Consistency at l = 0 bounds a norm by K/q, so K ≥ 0. Now apply (a), then (c) divided by q^l.

The exact coarsest solve matters for the constant in this bound, though not for the rate: an initial error e_0 adds at most ρ^l e_0, which is no larger than e_0/q^l. On one-dimensional levels with P_l = 1, u_l = 0 and K = 0, take v_l = ρ^l. Every condition except `start` holds, yet the error at l = 0 is 1 and the bound is 0.

```lean
/-- Full multigrid error bound: if `q * ρ < 1`, the algebraic error on level `l` is at most
`ρ * K / q ^ l / (1 - q * ρ)`. -/
theorem full_multigrid_error {P : ∀ l, V l →L[ℝ] V (l + 1)} {u v : ∀ l, V l} {ρ K q : ℝ}
    (h : IsFullMultigrid P u v ρ K q) (hρ : 0 ≤ ρ) (hq : 0 < q) (hqρ : q * ρ < 1) (l : ℕ) :
    ‖v l - u l‖ ≤ ρ * K / q ^ l / (1 - q * ρ) := by
  -- the consistency estimate forces `K` to be nonnegative
  have hK : 0 ≤ K := by
    have h0 : 0 ≤ K / q ^ (0 + 1) := (norm_nonneg _).trans (h.consistent 0)
    have h1 := mul_nonneg h0 (pow_pos hq (0 + 1)).le
    rwa [div_mul_cancel₀ K (pow_pos hq (0 + 1)).ne'] at h1
  refine (error_le_worstError h hρ l).trans ?_
  rw [div_right_comm, le_div_iff₀ (pow_pos hq l), mul_comm]
  exact scaled_worstError_le hρ hK hq hqρ l
```

## (e) Second order with mesh halving

Specialise to q = 4 and 0 ≤ ρ < 1/4.

Then qρ = 4ρ < 1, and (d) gives ρK/4^l/(1 − 4ρ). This controls the distance to the discrete solution, not to the continuum one.

```lean
/-- Second-order discretisation with mesh halving: for `ρ < 1/4` the algebraic error on level `l`
is at most `ρ * K / 4 ^ l / (1 - 4 * ρ)`. -/
theorem second_order_error {P : ∀ l, V l →L[ℝ] V (l + 1)} {u v : ∀ l, V l} {ρ K : ℝ}
    (h : IsFullMultigrid P u v ρ K 4) (hρ : 0 ≤ ρ) (hρ4 : ρ < 1 / 4) (l : ℕ) :
    ‖v l - u l‖ ≤ ρ * K / 4 ^ l / (1 - 4 * ρ) :=
  full_multigrid_error h hρ (by norm_num) (by linarith) l
```

## (f) Several cycles per level

Suppose one cycle M_l contracts the distance to u_l by σ ≥ 0, and r cycles are applied per level. Find the bound.

By induction, r cycles contract by σ^r (`hit` in the code), so (d) applies with ρ = σ^r if qσ^r < 1.

In a program this is a loop over levels: interpolate, then call the cycle r times. With σ = 0.3 and q = 4, one cycle gives qσ = 1.2, which the bound does not cover; two give qσ² = 0.36 and an error of at most about 0.14 K/4^l.

```lean
/-- With `r` cycles per level, each contracting the error by `σ`, the full multigrid bound holds
with `ρ = σ ^ r`, provided `q * σ ^ r < 1`. -/
theorem error_with_cycles {P : ∀ l, V l →L[ℝ] V (l + 1)} {u v : ∀ l, V l} {σ K q : ℝ}
    (M : ∀ l, V l → V l) (r : ℕ) (hP : ∀ l, ‖P l‖ ≤ 1)
    (hu : ∀ l, ‖u (l + 1) - P l (u l)‖ ≤ K / q ^ (l + 1))
    (hM : ∀ l x, ‖M l x - u l‖ ≤ σ * ‖x - u l‖)
    (h0 : v 0 = u 0) (hv : ∀ l, v (l + 1) = (M (l + 1))^[r] (P l (v l)))
    (hσ : 0 ≤ σ) (hq : 0 < q) (hqσ : q * σ ^ r < 1) (l : ℕ) :
    ‖v l - u l‖ ≤ σ ^ r * K / q ^ l / (1 - q * σ ^ r) := by
  -- repeated cycles multiply their contraction factors
  have hit : ∀ (n l : ℕ) (x : V l), ‖(M l)^[n] x - u l‖ ≤ σ ^ n * ‖x - u l‖ := by
    intro n l x
    induction n with
    | zero => simp
    | succ n ih =>
      rw [Function.iterate_succ_apply']
      calc ‖M l ((M l)^[n] x) - u l‖ ≤ σ * ‖(M l)^[n] x - u l‖ := hM l _
        _ ≤ σ * (σ ^ n * ‖x - u l‖) := mul_le_mul_of_nonneg_left ih hσ
        _ = σ ^ (n + 1) * ‖x - u l‖ := by ring
  have h : IsFullMultigrid P u v (σ ^ r) K q :=
    ⟨hP, hu, h0, fun l => by rw [hv l]; exact hit r (l + 1) _⟩
  exact full_multigrid_error h (pow_nonneg hσ r) hq hqσ l
```

## (g) The threshold for the recursion

For K > 0, q > 0 and ρ ≥ 0, show that q^l a_l is bounded above exactly when qρ < 1.

One direction is (c). If qρ ≥ 1, then ρ > 0 and every term of the sum is at least 1, so q^l a_l ≥ ρKl. This exceeds any proposed bound C once l > C/(ρK).

```lean
/-- For `K > 0` the scalar recursion is bounded by a constant multiple of `1 / q ^ l` exactly when
`q * ρ < 1`. -/
theorem scaled_bounded_iff {ρ K q : ℝ} (hρ : 0 ≤ ρ) (hK : 0 < K) (hq : 0 < q) :
    (∃ C, ∀ l, q ^ l * worstError ρ K q l ≤ C) ↔ q * ρ < 1 := by
  refine ⟨?_, fun h => ⟨_, scaled_worstError_le hρ hK.le hq h⟩⟩
  rintro ⟨C, hC⟩
  by_contra hcon
  have h1 : 1 ≤ q * ρ := le_of_not_gt hcon
  have hρ' : 0 < ρ := by
    rcases hρ.eq_or_lt with h | h
    · rw [← h, mul_zero] at h1
      linarith
    · exact h
  have hpos : 0 < ρ * K := mul_pos hρ' hK
  obtain ⟨l, hl⟩ := exists_nat_gt (C / (ρ * K))
  -- every term of the geometric sum is at least one
  have hs : (l : ℝ) ≤ ∑ i ∈ range l, (q * ρ) ^ i := by
    calc (l : ℝ) = ∑ _i ∈ range l, (1 : ℝ) := by simp
      _ ≤ _ := Finset.sum_le_sum fun i _ => one_le_pow₀ h1
  have h2 := hC l
  rw [scaled_worstError ρ K hq] at h2
  have h3 := mul_le_mul_of_nonneg_left hs hpos.le
  rw [div_lt_iff₀ hpos] at hl
  linarith
```

## (h) Growth at ρ = 1/4

Evaluate the case q = 4, ρ = 1/4, K > 0.

All terms of the sum equal 1, so 4^l a_l = Kl/4, which is unbounded by (g). The unscaled a_l still tends to zero, but more slowly than 4^(−l) by a factor l.

```lean
/-- At `ρ = 1/4` and `q = 4` the scaled recursion equals `K / 4 * l`, and for `K > 0` it exceeds
every bound. -/
theorem critical_growth {K : ℝ} (hK : 0 < K) :
    (∀ l : ℕ, 4 ^ l * worstError (1 / 4) K 4 l = K / 4 * l) ∧
      ∀ C : ℝ, ∃ l : ℕ, C < 4 ^ l * worstError (1 / 4) K 4 l := by
  constructor
  · intro l
    rw [scaled_worstError (1 / 4) K (by norm_num : (0 : ℝ) < 4),
      show (4 : ℝ) * (1 / 4) = 1 by norm_num]
    simp only [one_pow, sum_const, card_range, nsmul_eq_mul, mul_one]
    ring
  · intro C
    by_contra hcon
    push Not at hcon
    have h := (scaled_bounded_iff (ρ := 1 / 4) (q := 4) (by norm_num) hK
      (by norm_num)).1 ⟨C, hcon⟩
    norm_num at h
```

## (i) A run that attains the recursion

Find a run with error exactly a_l, for ρ, K ≥ 0 and q > 0.

Take V_l = ℝ, P_l the identity, and let the solutions drift downwards:

u_0 = 0, u_(l+1) = u_l − K/q^(l+1).

```lean
/-- One-dimensional discrete solutions that move down by `K / q ^ (l + 1)` from level `l`
to the next. -/
def driftingSolution (K q : ℝ) : ℕ → ℝ
  | 0 => 0
  | l + 1 => driftingSolution K q l - K / q ^ (l + 1)
```

Set v_l = u_l + a_l. Then v_l − u_(l+1) = a_l + K/q^(l+1), and ρ times this is a_(l+1) = v_(l+1) − u_(l+1). Consistency and reduction hold with equality, so the estimate in (a) cannot be improved from the four conditions alone (this run is abstract and does not come from a Poisson problem). The code first checks a_l ≥ 0, which lets the norms be removed.

```lean
/-- On one-dimensional levels with identity prolongation, the drifting solutions and iterates
lying above them by exactly `worstError` form a full multigrid run. -/
theorem worst_case_witness {ρ K q : ℝ} (hρ : 0 ≤ ρ) (hK : 0 ≤ K) (hq : 0 < q) :
    IsFullMultigrid (V := fun _ => ℝ) (fun _ => ContinuousLinearMap.id ℝ ℝ)
      (driftingSolution K q) (fun l => driftingSolution K q l + worstError ρ K q l) ρ K q := by
  have hD : ∀ l, driftingSolution K q (l + 1) = driftingSolution K q l - K / q ^ (l + 1) :=
    fun _ => rfl
  have hW : ∀ l, worstError ρ K q (l + 1) = ρ * (worstError ρ K q l + K / q ^ (l + 1)) :=
    fun _ => rfl
  have hk : ∀ l : ℕ, 0 ≤ K / q ^ (l + 1) := fun l => by positivity
  have hw : ∀ l, 0 ≤ worstError ρ K q l := by
    intro l
    induction l with
    | zero => exact le_refl (0 : ℝ)
    | succ l ih => rw [hW]; exact mul_nonneg hρ (add_nonneg ih (hk l))
  refine ⟨fun _ => ContinuousLinearMap.norm_id_le, fun l => ?_, ?_, fun l => ?_⟩
  · change ‖driftingSolution K q (l + 1) - driftingSolution K q l‖ ≤ K / q ^ (l + 1)
    rw [hD, sub_sub_cancel_left, norm_neg]
    exact (Real.norm_of_nonneg (hk l)).le
  · change driftingSolution K q 0 + 0 = driftingSolution K q 0
    exact add_zero _
  · change ‖driftingSolution K q (l + 1) + worstError ρ K q (l + 1)
        - driftingSolution K q (l + 1)‖
      ≤ ρ * ‖driftingSolution K q l + worstError ρ K q l - driftingSolution K q (l + 1)‖
    have e : driftingSolution K q l + worstError ρ K q l - driftingSolution K q (l + 1)
        = worstError ρ K q l + K / q ^ (l + 1) := by rw [hD]; ring
    rw [e, add_sub_cancel_left, Real.norm_of_nonneg (hw (l + 1)),
      Real.norm_of_nonneg (add_nonneg (hw l) (hk l))]
    exact (hW l).le

end

end FullMultigrid
```

```lean
#print axioms FullMultigrid.second_order_error
#print axioms FullMultigrid.error_with_cycles
#print axioms FullMultigrid.critical_growth
```

```
'FullMultigrid.second_order_error' depends on axioms: [propext, Classical.choice, Quot.sound]
'FullMultigrid.error_with_cycles' depends on axioms: [propext, Classical.choice, Quot.sound]
'FullMultigrid.critical_growth' depends on axioms: [propext, Classical.choice, Quot.sound]
```
